# Cubes of two ceilings for enhancement factors over uniform-gas exchange

In atomic units the spin-unpolarised uniform electron gas of density n has exchange energy −A n^(4/3) per volume, with A = (3/4)(3/π)^(1/3). Enhancement factors multiply this expression, taken at the local density, to give the exchange-correlation or exchange energy density of a functional. Suppose the exchange-correlation energy is to stay above −C ∫ n^(4/3) d³r, for a given constant C > 0. It is enough that the exchange-correlation factor is at most C/A everywhere. For exchange alone, keeping the factor for unpolarised densities at or below C/(2^(1/3)A) secures the same bound at every spin polarisation; the 2^(1/3) comes from the fully polarised case.

The theorem `ceiling_cubes` is only algebra about these two numbers: their cubes are 64πC³/81 and 32πC³/81, for every real C. The energy bound and the enhancement factors themselves don't appear in it. The attempt unfolds each ceiling, moves the cube inside the quotient, puts in the known value A³ = 81/(64π), and leaves the rest to `ring`.

In Lean, a first try:

```lean
import Mathlib

open Real

namespace CeilingCubes

noncomputable section

/-- The coefficient `A = (3/4)(3/π)^(1/3)` of the exchange energy density of the
uniform electron gas, in atomic units. -/
def slaterA : ℝ := 3 / 4 * (3 / π) ^ (1 / 3 : ℝ)

/-- The ceiling `C / A` for the exchange-correlation enhancement factor. -/
def xcCeiling (C : ℝ) : ℝ := C / slaterA

/-- The ceiling `C / (2^(1/3) A)` for the exchange enhancement factor. -/
def exchangeCeiling (C : ℝ) : ℝ := C / ((2 : ℝ) ^ (1 / 3 : ℝ) * slaterA)

/-- The cube of the real cube root of a nonnegative number is that number. -/
lemma cube_rpow_third {x : ℝ} (hx : 0 ≤ x) : (x ^ (1 / 3 : ℝ)) ^ 3 = x := by
  rw [← Real.rpow_natCast, ← Real.rpow_mul hx]
  norm_num

/-- The cube of the uniform-gas exchange coefficient is `81 / (64 π)`. -/
theorem slaterA_cube : slaterA ^ 3 = 81 / (64 * π) := by
  have hpi := Real.pi_pos
  rw [slaterA, mul_pow, cube_rpow_third (by positivity)]
  ring

/-- The cubes of the two ceilings are `64 π C³ / 81` for exchange-correlation and
`32 π C³ / 81` for exchange. -/
theorem ceiling_cubes (C : ℝ) :
    xcCeiling C ^ 3 = 64 * π * C ^ 3 / 81 ∧
    exchangeCeiling C ^ 3 = 32 * π * C ^ 3 / 81 := by
  constructor
  · rw [xcCeiling, div_pow, slaterA_cube]
    ring
  · rw [exchangeCeiling, div_pow, mul_pow, cube_rpow_third (by norm_num), slaterA_cube]
    ring

end

end CeilingCubes
```

Messages:

```
Try this:
  [apply] ring_nf
  
  The `ring` tactic failed to close the goal. Use `ring_nf` to obtain a normal form.
    
  Note that `ring` works primarily in *commutative* rings. If you have a noncommutative ring, abelian group or module, consider using `noncomm_ring`, `abel` or `module` instead.
Main.lean:36:2: error: unsolved goals
case left
C : ℝ
⊢ C ^ 3 * π⁻¹⁻¹ * (64 / 81) = C ^ 3 * π * (64 / 81)
Try this:
  [apply] ring_nf
  
  The `ring` tactic failed to close the goal. Use `ring_nf` to obtain a normal form.
    
  Note that `ring` works primarily in *commutative* rings. If you have a noncommutative ring, abelian group or module, consider using `noncomm_ring`, `abel` or `module` instead.
Main.lean:38:2: error: unsolved goals
case right
C : ℝ
⊢ C ^ 3 * π⁻¹⁻¹ * (32 / 81) = C ^ 3 * π * (32 / 81)
```

Diagnosis. Both errors are the same. The rewrites succeed, but they leave C³ divided by a quotient that itself has π in its denominator: 81/(64π) in the first part, twice that in the second. `ring` turns division into multiplication by an inverse, so π is inverted twice, and here its normal form keeps `π⁻¹⁻¹` without reducing it to `π`. The two sides then differ only in that factor, as the leftover goals show. `ring` fails to close them, and the suggested `ring_nf` would not help, since the goals shown are already in that normal form.

The repair adds the same `simp only` line before each `ring`. In it `div_eq_mul_inv` writes quotients as products with inverses, `mul_inv` carries an inverse into a product, and `inv_inv` cancels the double inverse. Now π stands plainly on both sides, and `ring` has only to reorder factors and do the arithmetic.

The change, after which it compiles:

```diff
@@ -35,6 +35,8 @@
   constructor
   · rw [xcCeiling, div_pow, slaterA_cube]
+    simp only [div_eq_mul_inv, mul_inv, inv_inv]
     ring
   · rw [exchangeCeiling, div_pow, mul_pow, cube_rpow_third (by norm_num), slaterA_cube]
+    simp only [div_eq_mul_inv, mul_inv, inv_inv]
     ring
 
```
